# No lower energy bound without dipole self-energy, for one electron on a line in a continuous potential bounded above, bilinearly coupled to one photon mode

Before a code minimises the energy of a coupled electron-photon system in the length gauge, someone decides whether the dipole self-energy stays in the Hamiltonian. For one electron coordinate $x$ and one photon coordinate $q$, dropping it leaves the potential

$$W(x,q)=V(x)+\tfrac12\omega^2q^2-\omega g\,qx ,$$

with mode frequency $\omega\neq0$ and coupling strength $g\neq0$. If $V$ is continuous and bounded above, the minimisation has no minimum to find.

## The energy of a displaced state

Let $\Psi(x,q)$ be real, smooth, compactly supported and normalized, and write $E_V[\Psi]$ for its energy, kinetic terms included. Move it by $a$ in $x$ and by $b=ga/\omega$ in $q$, and call the result $\Psi_a$. Then

$$E_V[\Psi_a]=E_{V(\cdot+a)}[\Psi]-g^2a\langle x\rangle-\tfrac12g^2a^2,\qquad \langle x\rangle=\int x\,\Psi^2 .$$

The right-hand side tends to $-\infty$ as $a\to\infty$. The upper bound on $V$ stands for an electron that can be pulled away at finite cost, as in a soft-Coulomb well.

## What a simulation box hides

A finite grid or basis always returns a lowest eigenvalue, so this model can look healthy in a single run. In the continuum model with wavefunctions vanishing at the box edges, that value falls without limit as the box grows in both coordinates, because every displaced packet eventually fits inside. A convergence test in box size can expose this, provided the boxes are large enough: with weak coupling and a binding well, the value may first settle on a plateau before it falls.

## Shifting the variables and completing the square

Substitute $x\to x+a$, $q\to q+b$ in the energy integral. The derivatives are unchanged, and the potential becomes

$$V(x+a)+\tfrac12\omega^2q^2-\omega g\,qx+\omega q(\omega b-ga)-\omega gb\,x+\tfrac12\omega^2b^2-\omega g\,ab .$$

Since $\omega b=ga$, the term linear in $q$ vanishes, the term linear in $x$ is $-g^2a\,x$, and the constants add up to $-\tfrac12g^2a^2$. Integrating against $\Psi^2$, with $\int\Psi^2=1$, gives the identity.

Now let $V\le M$, and let $C$ be the energy of $\Psi$ with $V$ replaced by $M$. From $(a+\langle x\rangle-1)^2\ge0$ follows $a\langle x\rangle+\tfrac12a^2\ge a-\tfrac12(\langle x\rangle-1)^2$, hence

$$E_V[\Psi_a]\le C+\tfrac12g^2(\langle x\rangle-1)^2-g^2a\to-\infty .$$

Adding the self-energy $\tfrac12g^2x^2$ turns the potential into $V(x)+\tfrac12(\omega q-gx)^2$. If $V\ge m$, every term of the energy density other than $V\Psi^2$ is nonnegative, so the energy is at least $m$.

## The Lean file

```lean
import Mathlib

open MeasureTheory Filter
namespace PauliFierzSelfEnergy

local notation "∞" => ((⊤ : ℕ∞) : WithTop ℕ∞)

noncomputable section

/-- A real wavefunction that is smooth, compactly supported and normalized. -/
structure IsState {E : Type*} [NormedAddCommGroup E] [NormedSpace ℝ E] [MeasureSpace E]
    (ψ : E → ℝ) : Prop where
  smooth : ContDiff ℝ ∞ ψ
  compact : HasCompactSupport ψ
  norm : ∫ x, ψ x ^ 2 = 1

/-- Potential of an electron at `x` and a photon mode at `q`, with bilinear coupling `g`
and without the dipole self-energy. -/
def dipole (V : ℝ → ℝ) (ω g : ℝ) (z : ℝ × ℝ) : ℝ :=
  V z.1 + ω ^ 2 * z.2 ^ 2 / 2 - ω * g * z.2 * z.1

/-- Energy density: the kinetic terms of electron and photon mode plus the potential `W`. -/
def energyDensity (W Ψ : ℝ × ℝ → ℝ) (z : ℝ × ℝ) : ℝ :=
  (deriv (fun x => Ψ (x, z.2)) z.1 ^ 2 + deriv (fun q => Ψ (z.1, q)) z.2 ^ 2) / 2
    + W z * Ψ z ^ 2

/-- Energy expectation value of the wavefunction `Ψ` in the potential `W`. -/
def energy (W Ψ : ℝ × ℝ → ℝ) : ℝ := ∫ z, energyDensity W Ψ z

/-- The wavefunction moved by `a` in the electron and by `b` in the photon coordinate. -/
def displace (Ψ : ℝ × ℝ → ℝ) (a b : ℝ) (z : ℝ × ℝ) : ℝ := Ψ (z.1 - a, z.2 - b)

theorem continuous_dipole {V : ℝ → ℝ} (hV : Continuous V) (ω g : ℝ) :
    Continuous (dipole V ω g) := by
  unfold dipole
  fun_prop

/-- A continuous observable of the coordinates has an integrable density in every state. -/
theorem integrable_weight {Ψ w : ℝ × ℝ → ℝ} (hΨ : IsState Ψ) (hw : Continuous w) :
    Integrable (fun z => w z * Ψ z ^ 2) :=
  (hw.mul (hΨ.smooth.continuous.pow 2)).integrable_of_hasCompactSupport
    (HasCompactSupport.intro hΨ.compact fun z hz => by
      simp [image_eq_zero_of_notMem_tsupport hz])

/-- In a continuous potential the energy density of every state is integrable. -/
theorem integrable_energyDensity {Ψ W : ℝ × ℝ → ℝ} (hΨ : IsState Ψ) (hW : Continuous W) :
    Integrable (energyDensity W Ψ) := by
  have hd : Differentiable ℝ Ψ := hΨ.smooth.differentiable (by simp)
  have hc : Continuous (fderiv ℝ Ψ) := hΨ.smooth.continuous_fderiv (by simp)
  -- partial derivatives are components of the total derivative
  have h1 : ∀ z : ℝ × ℝ, deriv (fun x => Ψ (x, z.2)) z.1 = fderiv ℝ Ψ z (1, 0) := fun z =>
    ((hd (z.1, z.2)).hasFDerivAt.comp_hasDerivAt z.1
      ((hasDerivAt_id z.1).prodMk (hasDerivAt_const z.1 z.2))).deriv
  have h2 : ∀ z : ℝ × ℝ, deriv (fun q => Ψ (z.1, q)) z.2 = fderiv ℝ Ψ z (0, 1) := fun z =>
    ((hd (z.1, z.2)).hasFDerivAt.comp_hasDerivAt z.2
      ((hasDerivAt_const z.2 z.1).prodMk (hasDerivAt_id z.2))).deriv
  have hk : Integrable (fun z => (fderiv ℝ Ψ z (1, 0) ^ 2 + fderiv ℝ Ψ z (0, 1) ^ 2) / 2) := by
    refine Continuous.integrable_of_hasCompactSupport ?_
      (HasCompactSupport.intro hΨ.compact fun z hz => ?_)
    · exact (((hc.clm_apply continuous_const).pow 2).add
        ((hc.clm_apply continuous_const).pow 2)).div_const 2
    · have h0 : fderiv ℝ Ψ z = 0 := by
        by_contra h
        exact hz (support_fderiv_subset ℝ h)
      simp [h0]
  refine (hk.add (integrable_weight hΨ hW)).congr (Eventually.of_forall fun z => ?_)
  simp only [Pi.add_apply, energyDensity, h1, h2]

/-- The energy of a state displaced by `a` in the electron and `g a / ω` in the photon coordinate
equals the energy of the original state with `V(x)` replaced by `V(x + a)`, minus `g² a ⟨x⟩ + g² a²
/ 2`. -/
theorem energy_displace {V : ℝ → ℝ} {Ψ : ℝ × ℝ → ℝ} {ω : ℝ} (g a : ℝ) (hω : ω ≠ 0)
    (hV : Continuous V) (hΨ : IsState Ψ) :
    energy (dipole V ω g) (displace Ψ a (g * a / ω)) =
      energy (dipole (fun x => V (x + a)) ω g) Ψ
        - (g ^ 2 * a * (∫ z : ℝ × ℝ, z.1 * Ψ z ^ 2) + g ^ 2 * a ^ 2 / 2) := by
  obtain ⟨b, hb⟩ : ∃ b, b = g * a / ω := ⟨_, rfl⟩
  have hb' : ω * b = g * a := by rw [hb]; field_simp
  rw [← hb]
  let G : ℝ × ℝ → ℝ := fun w => energyDensity (dipole (fun x => V (x + a)) ω g) Ψ w
    - (g ^ 2 * a * (w.1 * Ψ w ^ 2) + g ^ 2 * a ^ 2 / 2 * Ψ w ^ 2)
  -- the terms linear in the photon coordinate cancel
  have key : ∀ z : ℝ × ℝ,
      energyDensity (dipole V ω g) (displace Ψ a b) z = G (z - (a, b)) := by
    rintro ⟨x, q⟩
    have h1 : deriv (fun y => Ψ (y - a, q - b)) x = deriv (fun y => Ψ (y, q - b)) (x - a) :=
      deriv_comp_sub_const (f := fun y => Ψ (y, q - b)) (a := a) (x := x)
    have h2 : deriv (fun y => Ψ (x - a, y - b)) q = deriv (fun y => Ψ (x - a, y)) (q - b) :=
      deriv_comp_sub_const (f := fun y => Ψ (x - a, y)) (a := b) (x := q)
    simp only [G, Prod.mk_sub_mk, energyDensity, displace, dipole, h1, h2, sub_add_cancel]
    linear_combination
      (ω * q - g * x - (ω * b - g * a) / 2) * Ψ (x - a, q - b) ^ 2 * hb'
  have e : energy (dipole V ω g) (displace Ψ a b) = ∫ z, G z :=
    (integral_congr_ae (Eventually.of_forall key)).trans (integral_sub_right_eq_self G (a, b))
  have i1 := integrable_energyDensity hΨ
    (continuous_dipole (V := fun x => V (x + a)) (by fun_prop) ω g)
  have i2 : Integrable (fun w : ℝ × ℝ => g ^ 2 * a * (w.1 * Ψ w ^ 2)) :=
    (integrable_weight hΨ continuous_fst).const_mul _
  have i3 : Integrable (fun w : ℝ × ℝ => g ^ 2 * a ^ 2 / 2 * Ψ w ^ 2) :=
    integrable_weight hΨ continuous_const
  have i4 : Integrable (fun w : ℝ × ℝ =>
      g ^ 2 * a * (w.1 * Ψ w ^ 2) + g ^ 2 * a ^ 2 / 2 * Ψ w ^ 2) := i2.add i3
  rw [e]
  simp only [G]
  rw [integral_sub i1 i4, integral_add i2 i3, integral_const_mul, integral_const_mul,
    hΨ.norm, mul_one]
  rfl

/-- Without self-energy, the energy of any state displaced along `(a, g a / ω)` tends to minus
infinity as `a` grows, for nonzero `ω` and `g` and every continuous `V` that is bounded above. -/
theorem energy_tendsto_atBot {V : ℝ → ℝ} {Ψ : ℝ × ℝ → ℝ} {ω g M : ℝ} (hω : ω ≠ 0) (hg : g ≠ 0)
    (hV : Continuous V) (hM : ∀ x, V x ≤ M) (hΨ : IsState Ψ) :
    Tendsto (fun a => energy (dipole V ω g) (displace Ψ a (g * a / ω))) atTop atBot := by
  obtain ⟨m, hm⟩ : ∃ m, m = ∫ z : ℝ × ℝ, z.1 * Ψ z ^ 2 := ⟨_, rfl⟩
  obtain ⟨C, hC⟩ : ∃ C, C = energy (dipole (fun _ => M) ω g) Ψ := ⟨_, rfl⟩
  have hg2 : 0 < g ^ 2 := by positivity
  rw [tendsto_atBot]
  intro B
  filter_upwards [eventually_ge_atTop ((C + g ^ 2 * (m - 1) ^ 2 / 2 - B) / g ^ 2)] with a ha
  have ha' := (div_le_iff₀ hg2).1 ha
  -- replace the shifted potential by its upper bound
  have hle : energy (dipole (fun x => V (x + a)) ω g) Ψ ≤ C := by
    rw [hC]
    refine integral_mono
      (integrable_energyDensity hΨ (continuous_dipole (by fun_prop) ω g))
      (integrable_energyDensity hΨ (continuous_dipole continuous_const ω g)) fun z => ?_
    have := mul_le_mul_of_nonneg_right (hM (z.1 + a)) (sq_nonneg (Ψ z))
    simp only [energyDensity, dipole]
    linarith
  rw [energy_displace g a hω hV hΨ, ← hm]
  -- complete the square in the displacement
  have hsq : 0 ≤ g ^ 2 * (a + (m - 1)) ^ 2 := by positivity
  linarith

/-- The product of an electron packet and a photon packet is a state of the coupled system. -/
theorem IsState.prod {f h : ℝ → ℝ} (hf : IsState f) (hh : IsState h) :
    IsState (fun z : ℝ × ℝ => f z.1 * h z.2) where
  smooth := (hf.smooth.comp contDiff_fst).mul (hh.smooth.comp contDiff_snd)
  compact := by
    refine HasCompactSupport.intro (IsCompact.prod hf.compact hh.compact) fun z hz => ?_
    by_cases h1 : z.1 ∈ tsupport f
    · have h2 : z.2 ∉ tsupport h := fun h2 => hz ⟨h1, h2⟩
      simp [image_eq_zero_of_notMem_tsupport h2]
    · simp [image_eq_zero_of_notMem_tsupport h1]
  norm := by
    simp only [mul_pow]
    exact (integral_prod_mul (fun x => f x ^ 2) (fun q => h q ^ 2)).trans
      (by simp only [hf.norm, hh.norm, one_mul])

/-- For product packets `f(x - a) h(q - g a / ω)` the energy without self-energy tends to minus
infinity as `a` grows, if `V` is continuous and bounded above and `ω` and `g` are nonzero. -/
theorem product_energy_tendsto_atBot {V f h : ℝ → ℝ} {ω g M : ℝ} (hω : ω ≠ 0) (hg : g ≠ 0)
    (hV : Continuous V) (hM : ∀ x, V x ≤ M) (hf : IsState f) (hh : IsState h) :
    Tendsto (fun a => energy (dipole V ω g) (fun z => f (z.1 - a) * h (z.2 - g * a / ω)))
      atTop atBot := by
  have key := energy_tendsto_atBot hω hg hV hM (hf.prod hh)
  -- the displaced product is the product of the displaced packets
  have e : ∀ a : ℝ, displace (fun z : ℝ × ℝ => f z.1 * h z.2) a (g * a / ω) =
      fun z => f (z.1 - a) * h (z.2 - g * a / ω) := fun _ => rfl
  simpa only [e] using key

/-- There is a normalized smooth compactly supported packet on the line. -/
theorem exists_packet : ∃ f : ℝ → ℝ, IsState f := by
  let b : ContDiffBump (0 : ℝ) := ⟨1, 2, by norm_num, by norm_num⟩
  have hb0 : b 0 = 1 := b.one_of_mem_closedBall (by simp [b])
  have hpos : 0 < ∫ x, b x ^ 2 :=
    (b.continuous.pow 2).integral_pos_of_hasCompactSupport_nonneg_nonzero
      (HasCompactSupport.intro b.hasCompactSupport fun x hx => by
        simp [image_eq_zero_of_notMem_tsupport hx])
      (fun x => sq_nonneg (b x)) (x := 0) (by simp [hb0])
  refine ⟨fun x => (√(∫ y, b y ^ 2))⁻¹ * b x, contDiff_const.mul b.contDiff,
    b.hasCompactSupport.mul_left, ?_⟩
  simp only [mul_pow, inv_pow, Real.sq_sqrt hpos.le]
  rw [integral_const_mul, inv_mul_cancel₀ hpos.ne']

/-- Without self-energy, for continuous `V` bounded above and nonzero `ω` and `g`, some state has
energy below any given `E`. -/
theorem energy_unbounded_below {V : ℝ → ℝ} {ω g M : ℝ} (hω : ω ≠ 0) (hg : g ≠ 0)
    (hV : Continuous V) (hM : ∀ x, V x ≤ M) (E : ℝ) :
    ∃ Ψ, IsState Ψ ∧ energy (dipole V ω g) Ψ < E := by
  obtain ⟨f, hf⟩ := exists_packet
  have hΨ := hf.prod hf
  obtain ⟨a, ha⟩ := ((energy_tendsto_atBot hω hg hV hM hΨ).eventually_lt_atBot E).exists
  refine ⟨_, ⟨?_, ?_, ?_⟩, ha⟩
  · have hs : ContDiff ℝ ∞ (fun z : ℝ × ℝ => (z.1 - a, z.2 - g * a / ω)) := by fun_prop
    exact hΨ.smooth.comp hs
  · exact hΨ.compact.comp_homeomorph (Homeomorph.subRight ((a, g * a / ω) : ℝ × ℝ))
  · exact (integral_sub_right_eq_self (fun z : ℝ × ℝ => (f z.1 * f z.2) ^ 2)
      (a, g * a / ω)).trans hΨ.norm

/-- With the self-energy `g² x² / 2` included, the energy of every state is at least any lower bound
`m` of a continuous `V`. -/
theorem energy_bounded_with_selfEnergy {V : ℝ → ℝ} {Ψ : ℝ × ℝ → ℝ} {m : ℝ} (ω g : ℝ)
    (hV : Continuous V) (hm : ∀ x, m ≤ V x) (hΨ : IsState Ψ) :
    m ≤ energy (fun z => dipole V ω g z + g ^ 2 * z.1 ^ 2 / 2) Ψ := by
  have hW : Continuous (fun z : ℝ × ℝ => dipole V ω g z + g ^ 2 * z.1 ^ 2 / 2) :=
    (continuous_dipole hV ω g).add (by fun_prop)
  calc m = ∫ z, m * Ψ z ^ 2 := by rw [integral_const_mul, hΨ.norm, mul_one]
    _ ≤ _ := integral_mono (integrable_weight hΨ continuous_const)
        (integrable_energyDensity hΨ hW) fun z => ?_
  -- coupling, oscillator and self-energy form a perfect square
  have h1 := mul_le_mul_of_nonneg_right (hm z.1) (sq_nonneg (Ψ z))
  have h2 : 0 ≤ (ω * z.2 - g * z.1) ^ 2 * Ψ z ^ 2 := by positivity
  have h3 := sq_nonneg (deriv (fun x => Ψ (x, z.2)) z.1)
  have h4 := sq_nonneg (deriv (fun q => Ψ (z.1, q)) z.2)
  simp only [energyDensity, dipole]
  linarith

end

end PauliFierzSelfEnergy
```

```lean
#print axioms PauliFierzSelfEnergy.product_energy_tendsto_atBot
-- 'PauliFierzSelfEnergy.product_energy_tendsto_atBot' depends on axioms: [propext, Classical.choice, Quot.sound]
#print axioms PauliFierzSelfEnergy.energy_unbounded_below
-- 'PauliFierzSelfEnergy.energy_unbounded_below' depends on axioms: [propext, Classical.choice, Quot.sound]
#print axioms PauliFierzSelfEnergy.energy_bounded_with_selfEnergy
-- 'PauliFierzSelfEnergy.energy_bounded_with_selfEnergy' depends on axioms: [propext, Classical.choice, Quot.sound]
```

## How the file encodes the model

`IsState` collects the conditions on $\Psi$; `dipole V ω g` is $W$. `energy` integrates half the squared partial derivatives plus $W\Psi^2$, which fixes units with $\hbar$ and the electron mass equal to one and a mass-weighted $q$.

`integrable_energyDensity` writes the partial derivatives as components of the total derivative, so the density is continuous with compact support and the energy is a genuine integral. `energy_displace` is the identity: `linear_combination` does the algebra with $\omega b=ga$, translation invariance removes the displacement from the integral, and integrability and normalization allow it to be split into the stated terms. `energy_tendsto_atBot` bounds $V$ by $M$ and completes the square; its local `m` is $\langle x\rangle$.

`IsState.prod` shows that a product of packets is a state, and `product_energy_tendsto_atBot` gives the divergence for $f(x-a)\,h(q-ga/\omega)$. `exists_packet` normalizes a bump function, from which `energy_unbounded_below` finds a state below any given $E$. `energy_bounded_with_selfEnergy` is the contrasting lower bound.

## Confining potentials, ground states and operators

A harmonic trap is not bounded above, and the divergence can fail there: for $V=\tfrac12kx^2$ with $k\ge g^2$, $W$ is nonnegative even without self-energy. Several electrons, three dimensions and many modes are not treated, nor is the bare Coulomb singularity. The lower bound with self-energy concerns real, compactly supported states and does not establish that a ground state exists.

The model could also be set up through a Hamiltonian operator, with energy $\langle\Psi,H\Psi\rangle$ and kinetic terms such as $-\tfrac12\Psi\,\partial_x^2\Psi$. Integration by parts would then link it to the present energy. Statements about the spectrum would come within reach, at the price of specifying the operator's domain.
